# Motional narrowing: for random rotations below a quarter turn, more frequent scattering slows spin decay

An electron moving through a crystal without inversion symmetry feels a spin-orbit field that depends on its momentum, and its spin precesses about that field. Each scattering event changes the momentum and with it the field, so the spin turns one way for a while and then perhaps the other way. Scattering makes the rotation random, and one might expect more of it to destroy the spin polarisation sooner. Does it?

Take the simplest version of this situation. The field always lies along one axis, perpendicular to the plane in which the spin turns. The precession frequency has a fixed size $w$, and scattering events are separated by equal times $\tau$. In each interval the spin therefore rotates by $+w\tau$ or $-w\tau$, with equal probability and independently of the other intervals.

```lean
import Mathlib

open Real Set Filter Topology

namespace MotionalNarrowing

noncomputable section
```

The sense of rotation in an interval is a two-valued variable, which `sense` turns into the number $+1$ or $-1$.

```lean
/-- The sense of rotation between two scattering events: `+1` or `-1`. -/
def sense : Bool → ℝ
  | true => 1
  | false => -1
```

A history of $N$ intervals is a function `s : Fin N → Bool`, that is, a list of signs $\sigma_i=\pm1$ with $i=0,\dots,N-1$. Let the unit spin start at angle $\varphi$ (in radians) to the measurement axis. Its mean projection on that axis is

$$m_N(\varphi)=\frac1{2^N}\sum_{\sigma}\cos\Big(\varphi+\sum_{i=0}^{N-1}\sigma_i w\tau\Big).$$

The equal weight $2^{-N}$ expresses both the independence of the signs and their equal probability.

```lean
/-- Mean projection of a unit spin, initially at angle `φ` to the measurement axis, after `N`
rotations by `± w τ`, averaged with equal weight over all `2 ^ N` histories of signs. -/
def meanProjection (w τ φ : ℝ) (N : ℕ) : ℝ :=
  (∑ s : Fin N → Bool, Real.cos (φ + ∑ i, sense (s i) * (w * τ))) / 2 ^ N
```

The last definition is a candidate for the decay rate, $r(\tau)=-\ln(\cos w\tau)/\tau$. Part (e) shows that it deserves the name.

```lean
/-- The spin decay rate `-ln (cos (w τ)) / τ` for precession frequency `w > 0` and time `τ`
between scattering events, meant for `0 < τ < π / (2 w)`. -/
def decayRate (w τ : ℝ) : ℝ := -Real.log (Real.cos (w * τ)) / τ
```

## (a) Averaging over the histories

Show that the random rotations only multiply the initial projection by a factor:

$$m_N(\varphi)=\cos\varphi\,\cos^N(w\tau).$$

Use induction on $N$. For $N=0$ there is one empty history, and $m_0(\varphi)=\cos\varphi$. For $n+1$ rotations, sort the histories by the first sign. Half of them continue from $\varphi+w\tau$ and half from $\varphi-w\tau$, so

$$m_{n+1}(\varphi)=\tfrac12\big[m_n(\varphi+w\tau)+m_n(\varphi-w\tau)\big].$$

By the induction hypothesis this equals

$$\tfrac12\cos^n(w\tau)\big[\cos(\varphi+w\tau)+\cos(\varphi-w\tau)\big]=\cos\varphi\,\cos^{n+1}(w\tau),$$

because the sine terms of the addition formulas cancel.

In Lean, `hsum` sorts the histories and `split` is the recursion. The induction is stated for all `φ`, since the hypothesis is used at two shifted angles. The theorem holds for all real `w` and `τ`.

```lean
/-- Averaging over the random senses of `N` rotations multiplies the initial projection `cos φ`
by `cos (w τ) ^ N`. -/
theorem meanProjection_eq (w τ φ : ℝ) (N : ℕ) :
    meanProjection w τ φ N = Real.cos φ * Real.cos (w * τ) ^ N := by
  induction N generalizing φ with
  | zero => simp [meanProjection]
  | succ n ih =>
    -- sort the histories by the sense of the first rotation
    have hsum : ∀ F : (Fin (n + 1) → Bool) → ℝ, ∑ s, F s =
        ∑ s : Fin n → Bool, F (Fin.cons true s) + ∑ s : Fin n → Bool, F (Fin.cons false s) := by
      intro F
      let e : Bool × (Fin n → Bool) ≃ (Fin (n + 1) → Bool) := Fin.consEquiv (fun _ => Bool)
      rw [← e.sum_comp F, Fintype.sum_prod_type, Fintype.sum_bool]
      rfl
    have h1 : ∀ x, φ + (sense true * (w * τ) + x) = φ + w * τ + x := by
      intro x
      simp only [sense]
      ring
    have h2 : ∀ x, φ + (sense false * (w * τ) + x) = φ - w * τ + x := by
      intro x
      simp only [sense]
      ring
    have split : meanProjection w τ φ (n + 1) =
        (meanProjection w τ (φ + w * τ) n + meanProjection w τ (φ - w * τ) n) / 2 := by
      unfold meanProjection
      rw [hsum]
      simp only [Fin.sum_univ_succ, Fin.cons_zero, Fin.cons_succ, h1, h2]
      ring
    rw [split, ih, ih, Real.cos_add, Real.cos_sub]
    ring
```

## (b) Positivity from the derivative

Let $f(0)=0$, let $f$ be differentiable on $[0,\pi/2)$, and let $f'>0$ on $(0,\pi/2)$. Show that

$$f(x)>0\qquad\text{for }0<x<\pi/2.$$

By the mean value theorem there is a $\xi$ between $0$ and $x$ with $f(x)=f(x)-f(0)=x f'(\xi)$, and this is positive.

In the Lean statement `f'` is a second function, tied to `f` by the hypothesis `hd`. The proof uses Mathlib's criterion that a positive derivative in the interior gives strict monotonicity, and then compares the values at $0$ and $x$.

```lean
/-- A function of the angle that vanishes at zero, is differentiable on `[0, π/2)` and has
positive derivative on `(0, π/2)` is positive on `(0, π/2)`. -/
theorem pos_of_deriv {f f' : ℝ → ℝ} (h0 : f 0 = 0)
    (hd : ∀ x ∈ Ico 0 (π / 2), HasDerivAt f (f' x) x)
    (hp : ∀ x ∈ Ioo 0 (π / 2), 0 < f' x) {x : ℝ} (hx : x ∈ Ioo 0 (π / 2)) : 0 < f x := by
  have hm : StrictMonoOn f (Ico 0 (π / 2)) := by
    apply strictMonoOn_of_deriv_pos (convex_Ico _ _)
      (fun y hy => (hd y hy).continuousAt.continuousWithinAt)
    intro y hy
    rw [interior_Ico] at hy
    rw [(hd y ⟨hy.1.le, hy.2⟩).deriv]
    exact hp y hy
  have h := hm ⟨le_rfl, Real.pi_div_two_pos⟩ ⟨hx.1.le, hx.2⟩ hx.1
  rwa [h0] at h
```

## (c) Two bounds on the loss per interval

By (a), each interval multiplies the projection by $\cos x$, where $x=w\tau$. Show that for $0<x<\pi/2$ the logarithmic loss satisfies

$$\frac{x^2}{2}<-\ln\cos x<\frac{x\tan x}{2}.$$

For the lower bound take $g(y)=-\ln\cos y-y^2/2$. Then $g(0)=0$ and $g'(y)=\tan y-y>0$, so (b) gives $g(x)>0$.

For the upper bound take $h(y)=\tfrac12 y\tan y+\ln\cos y$. Again $h(0)=0$, and

$$h'(y)=\frac{\tan y}{2}+\frac{y}{2\cos^2y}-\tan y=\frac{y-\sin y\cos y}{2\cos^2 y}.$$

This is positive because $\sin y\cos y\le\sin y<y$, so $h(x)>0$.

The two halves of the Lean proof apply `pos_of_deriv` to $g$ and $h$. In each, the first argument of the form `fun y hy => …` computes the derivative and the second shows that it is positive.

```lean
/-- For a rotation angle `0 < x < π/2`, the logarithmic loss per scattering interval
`-ln (cos x)` lies strictly between `x² / 2` and `x tan x / 2`. -/
theorem loss_bounds {x : ℝ} (hx : x ∈ Ioo 0 (π / 2)) :
    x ^ 2 / 2 < -Real.log (Real.cos x) ∧ -Real.log (Real.cos x) < x * Real.tan x / 2 := by
  have hc : ∀ y ∈ Ico 0 (π / 2), 0 < Real.cos y := fun y hy =>
    Real.cos_pos_of_mem_Ioo ⟨by linarith [hy.1, Real.pi_pos], hy.2⟩
  constructor
  · -- the difference has derivative `tan y - y`
    have h := pos_of_deriv (f := fun y => -Real.log (Real.cos y) - y ^ 2 / 2)
      (f' := fun y => Real.tan y - y) (by simp)
      (fun y hy => by
        refine (((Real.hasDerivAt_cos y).log (hc y hy).ne').fun_neg.fun_sub
          ((hasDerivAt_pow 2 y).div_const 2)).congr_deriv ?_
        rw [Real.tan_eq_sin_div_cos]
        norm_num
        ring)
      (fun y hy => sub_pos.mpr (Real.lt_tan hy.1 hy.2)) hx
    linarith
  · -- the difference has derivative `(y - sin y cos y) / (2 cos² y)`
    have h := pos_of_deriv (f := fun y => y * Real.tan y / 2 + Real.log (Real.cos y))
      (f' := fun y => (y - Real.sin y * Real.cos y) / (2 * Real.cos y ^ 2)) (by simp)
      (fun y hy => by
        have hne := (hc y hy).ne'
        refine ((((hasDerivAt_id' y).fun_mul (Real.hasDerivAt_tan hne)).div_const 2).fun_add
          ((Real.hasDerivAt_cos y).log hne)).congr_deriv ?_
        rw [Real.tan_eq_sin_div_cos]
        field_simp
        ring)
      (fun y hy => by
        have hcy := hc y ⟨hy.1.le, hy.2⟩
        have hs := Real.sin_lt hy.1
        have h1 := Real.cos_le_one y
        have hs0 := Real.sin_pos_of_pos_of_lt_pi hy.1 (by linarith [hy.2, Real.pi_pos])
        exact div_pos (by nlinarith) (by positivity)) hx
    linarith
```

## (d) The range of the rotation angle

Let $w>0$ and $0<\tau<\pi/(2w)$. Show that the angle turned in one interval is less than a quarter turn:

$$0<w\tau<\frac{\pi}{2}.$$

Multiply the inequalities for $\tau$ by $w$. In Lean, `Ioo` denotes an open interval, and this lemma carries the range of $\tau$ over to the range in which (c) applies.

```lean
/-- For `w > 0` and `0 < τ < π / (2 w)` the angle `w τ` lies strictly between zero and a
quarter turn. -/
theorem angle_mem {w τ : ℝ} (hw : 0 < w) (hτ : τ ∈ Ioo 0 (π / (2 * w))) :
    w * τ ∈ Ioo 0 (π / 2) := by
  have h := hτ.2
  rw [lt_div_iff₀ (by positivity)] at h
  exact ⟨mul_pos hw hτ.1, by linarith⟩
```

## (e) An exponential law in the elapsed time

For the same $w$ and $\tau$, show that the projection decays exponentially in the elapsed time $N\tau$:

$$m_N(\varphi)=\cos\varphi\;e^{-r(\tau)\,N\tau}.$$

The definition of $r$ gives $-r(\tau)N\tau=N\ln\cos(w\tau)$. By (d) the cosine is positive, so the exponential of this number is $\cos^N(w\tau)$, and (a) finishes the argument.

In the code `he` is the identity for the exponent. The law describes the projection at the ends of the intervals, not in between.

```lean
/-- For `w > 0` and `0 < τ < π / (2 w)` the mean projection after `N` intervals decays
exponentially in the elapsed time `N τ`, with rate `decayRate w τ`. -/
theorem exponential_decay {w τ : ℝ} (hw : 0 < w) (hτ : τ ∈ Ioo 0 (π / (2 * w)))
    (φ : ℝ) (N : ℕ) :
    meanProjection w τ φ N = Real.cos φ * Real.exp (-decayRate w τ * (N * τ)) := by
  have hx := angle_mem hw hτ
  have hc : 0 < Real.cos (w * τ) :=
    Real.cos_pos_of_mem_Ioo ⟨by linarith [hx.1, Real.pi_pos], hx.2⟩
  have hne : τ ≠ 0 := hτ.1.ne'
  have he : -decayRate w τ * (N * τ) = N * Real.log (Real.cos (w * τ)) := by
    unfold decayRate
    field_simp
  rw [meanProjection_eq, he, Real.exp_nat_mul, Real.exp_log hc]
```

## (f) The rate grows with the time between scattering events

Let $w>0$. Show that

$$r(\tau_1)<r(\tau_2)\qquad\text{whenever }0<\tau_1<\tau_2<\frac{\pi}{2w}.$$

The derivative of $-\ln\cos(w\tau)$ is $w\tan(w\tau)$, so the quotient rule gives

$$r'(\tau)=\frac{w\tau\tan(w\tau)+\ln\cos(w\tau)}{\tau^2}.$$

Put $x=w\tau$. The upper bound in (c) says $x\tan x>-2\ln\cos x$. The numerator therefore exceeds $-\ln\cos x$, which by the lower bound exceeds $x^2/2>0$. Hence $r'>0$ on the whole interval.

`StrictMonoOn` is the displayed statement. The step `hd` supplies the derivative, and the last line combines the two bounds.

```lean
/-- For `w > 0` the spin decay rate strictly increases with the time `τ` between scattering
events on `0 < τ < π / (2 w)`. -/
theorem decayRate_strictMonoOn {w : ℝ} (hw : 0 < w) :
    StrictMonoOn (decayRate w) (Ioo 0 (π / (2 * w))) := by
  have hd : ∀ t ∈ Ioo 0 (π / (2 * w)), HasDerivAt (decayRate w)
      ((w * t * Real.tan (w * t) + Real.log (Real.cos (w * t))) / t ^ 2) t := by
    intro t ht
    have hx := angle_mem hw ht
    have hc : Real.cos (w * t) ≠ 0 :=
      (Real.cos_pos_of_mem_Ioo ⟨by linarith [hx.1, Real.pi_pos], hx.2⟩).ne'
    refine ((((hasDerivAt_id' t).const_mul w).cos.log hc).fun_neg.fun_div
      (hasDerivAt_id' t) ht.1.ne').congr_deriv ?_
    rw [Real.tan_eq_sin_div_cos]
    ring
  apply strictMonoOn_of_deriv_pos (convex_Ioo _ _)
    (fun t ht => (hd t ht).continuousAt.continuousWithinAt)
  intro t ht
  rw [interior_Ioo] at ht
  rw [(hd t ht).deriv]
  -- the two bounds on the loss make the numerator positive
  have hb := loss_bounds (angle_mem hw ht)
  have hsq : 0 < (w * t) ^ 2 / 2 := by
    have := (angle_mem hw ht).1
    positivity
  exact div_pos (by linarith [hb.1, hb.2]) (pow_pos ht.1 2)
```

## (g) The limit of rapid scattering

Let $w>0$. Show that for short $\tau$ the rate is proportional to $\tau$, with

$$\lim_{\tau\to0^+}\frac{r(\tau)}{\tau}=\frac{w^2}{2}.$$

Put $x=w\tau$ in (c) and divide by $\tau^2$:

$$\frac{w^2}{2}<\frac{r(\tau)}{\tau}<\frac w2\,\frac{\tan(w\tau)}{\tau}.$$

The quotient $\tan(w\tau)/\tau$ tends to the derivative of $\tan(wt)$ at $t=0$, which is $w$. Both bounds then tend to $w^2/2$, and the ratio is squeezed between them.

In Lean, `𝓝[>] 0` expresses the approach to zero from above. The steps `hd` to `hu` give the limit of the upper bound, and the two `filter_upwards` blocks prove the inequalities for small positive `t`.

```lean
/-- For `w > 0` the ratio of the decay rate to the scattering time `τ` tends to `w² / 2` as
`τ` tends to zero from above. -/
theorem decayRate_div_tendsto {w : ℝ} (hw : 0 < w) :
    Tendsto (fun τ => decayRate w τ / τ) (𝓝[>] 0) (𝓝 (w ^ 2 / 2)) := by
  have hl := (hasDerivAt_id' (0 : ℝ)).const_mul w
  have hd : HasDerivAt (fun t => Real.sin (w * t) / Real.cos (w * t)) w 0 :=
    (hl.sin.fun_div hl.cos (by simp)).congr_deriv (by simp)
  have hs := hd.tendsto_slope_zero_right.const_mul (w / 2)
  rw [show w / 2 * w = w ^ 2 / 2 by ring] at hs
  have hu : Tendsto (fun t => w / 2 * (Real.tan (w * t) / t)) (𝓝[>] 0) (𝓝 (w ^ 2 / 2)) := by
    refine hs.congr fun t => ?_
    simp only [zero_add, mul_zero, Real.sin_zero, zero_div, sub_zero, smul_eq_mul,
      Real.tan_eq_sin_div_cos]
    ring
  have hpos : 0 < π / (2 * w) := by positivity
  -- squeeze between the two bounds on the loss
  refine tendsto_of_tendsto_of_tendsto_of_le_of_le' tendsto_const_nhds hu ?_ ?_
  · filter_upwards [Ioo_mem_nhdsGT hpos] with t ht
    have hb := (loss_bounds (angle_mem hw ht)).1
    rw [decayRate, div_div, le_div_iff₀ (mul_pos ht.1 ht.1)]
    linarith
  · filter_upwards [Ioo_mem_nhdsGT hpos] with t ht
    have hb := (loss_bounds (angle_mem hw ht)).2
    have hne : t ≠ 0 := ht.1.ne'
    rw [decayRate, div_div, div_le_iff₀ (mul_pos ht.1 ht.1)]
    have he : w / 2 * (Real.tan (w * t) / t) * (t * t) = w * t * Real.tan (w * t) / 2 := by
      field_simp
    rw [he]
    exact hb.le
```

## (h) The same total time, divided more finely

Let the spin start along the measurement axis, and let $w,T>0$, $N<M$ and $wT<N\pi/2$. Compare $N$ intervals of length $T/N$ with $M$ intervals of length $T/M$, and show that the finer division preserves more of the spin:

$$\cos^N\!\Big(\frac{wT}{N}\Big)<\cos^M\!\Big(\frac{wT}{M}\Big).$$

Since $wT>0$, the last hypothesis forces $N\ge1$. It also says that $T/N<\pi/(2w)$, and $T/M$ is smaller still, so (e) and (f) apply to both interval lengths. Both histories last the time $T$, and by (e) the two projections are $e^{-r(T/N)T}$ and $e^{-r(T/M)T}$. By (f), $r(T/M)<r(T/N)$, so the second is larger.

Lean states the inequality for `meanProjection` with `φ` equal to `0`. The steps `h1` and `h2` place the interval lengths in the allowed range, and `hr` compares the rates. Some upper limit on $wT$ is needed: for $wT=2\pi$, $N=1$ and $M=2$, both sides equal $1$.

The expectation value of a spin-1/2 rotates like the classical vector used here. For non-interacting spins with a single precession axis, a fixed precession frequency and equal intervals, the result therefore says that more frequent scattering prolongs the polarisation, provided that the rotation per interval is below a quarter turn already for the less frequent scattering. The term motional narrowing is also used for fields that fluctuate in direction and size, which this model leaves aside.

```lean
/-- Motional narrowing: let `w, T > 0` and `w T < N π / 2`. Dividing the same total time `T`
into `M > N` scattering intervals leaves a strictly larger mean projection on the initial spin
direction than dividing it into `N`. -/
theorem motional_narrowing {w T : ℝ} (hw : 0 < w) (hT : 0 < T) {N M : ℕ} (hNM : N < M)
    (hN : w * T < N * (π / 2)) :
    meanProjection w (T / N) 0 N < meanProjection w (T / M) 0 M := by
  have hN0 : (0 : ℝ) < N := by
    by_contra h
    have h' := not_lt.mp h
    nlinarith [mul_pos hw hT, mul_nonneg (neg_nonneg.mpr h') Real.pi_pos.le]
  have hlt : (N : ℝ) < M := by exact_mod_cast hNM
  have hM0 : (0 : ℝ) < M := hN0.trans hlt
  have hτ : T / M < T / N := div_lt_div_of_pos_left hT hN0 hlt
  have h1 : T / N ∈ Ioo 0 (π / (2 * w)) := by
    refine ⟨div_pos hT hN0, ?_⟩
    rw [div_lt_div_iff₀ hN0 (by positivity)]
    linarith
  have h2 : T / M ∈ Ioo 0 (π / (2 * w)) := ⟨div_pos hT hM0, hτ.trans h1.2⟩
  have hr := decayRate_strictMonoOn hw h2 h1 hτ
  -- both histories last the time `T`, so only the rates differ
  have e1 : (N : ℝ) * (T / N) = T := by field_simp
  have e2 : (M : ℝ) * (T / M) = T := by field_simp
  rw [exponential_decay hw h1, exponential_decay hw h2, e1, e2, Real.cos_zero, one_mul, one_mul]
  apply Real.exp_lt_exp.mpr
  nlinarith [mul_pos (sub_pos.mpr hr) hT]

end

end MotionalNarrowing
```

```lean
#print axioms MotionalNarrowing.decayRate_div_tendsto
#print axioms MotionalNarrowing.motional_narrowing
```

```
'MotionalNarrowing.decayRate_div_tendsto' depends on axioms: [propext, Classical.choice, Quot.sound]
'MotionalNarrowing.motional_narrowing' depends on axioms: [propext, Classical.choice, Quot.sound]
```

## Random intervals in place of equal ones

The scattering events could also be modelled as a Poisson process with mean spacing $\tau$, the sign being redrawn at each event. Let $m(t)$ be the mean projection of a spin that starts along the axis, and let $b(t)$ be the mean of the current sign times the sine of the spin's angle. Precession changes both, and redrawing the sign makes $b$ decay at the rate $1/\tau$, so $m'=-wb$ and $b'=wm-b/\tau$. Eliminating $b$ gives $m''+m'/\tau+w^2m=0$, a damped oscillator. This derivation is separate from the Lean file. For $w\tau<1/2$ the solution is a sum of two exponentials, and for short $\tau$ the slower one has rate approximately $w^2\tau$, twice the value for equal intervals. The proportionality to $\tau$ survives, but the single exponential of (e) does not.
